# Gradient Descent without Convexity: Geometric Convergence for Lipschitz Gradients under the Polyak–Łojasiewicz Inequality

Let $f(x)$ be the energy of a configuration $x$ in a complete real inner-product space, for instance $\mathbb R^n$. Write $g=\nabla f$, so the force is $-g$. Relaxation from $x_0$ follows the force with step length parameter $1/L$:

$$x_{k+1}=x_k-\tfrac1L\,g(x_k).$$

Two constants describe the landscape. The stiffness bound $L>0$ limits how fast the force varies: $\|g(x)-g(y)\|\le L\|x-y\|$. The constant $\mu$, when positive, bounds the force from below at any energy above the level $c$, through the Polyak–Łojasiewicz inequality $\|g(x)\|^2\ge 2\mu(f(x)-c)$. For a spring with $f=\kappa x^2/2$ and $c=0$, one may take $\mu=L=\kappa$.

If both inequalities hold everywhere and $\mu\le L$, then

$$f(x_k)-c\le(1-\mu/L)^k\,(f(x_0)-c).$$

## From force to energy decrease

Fix $x$, write $g=g(x)$ and follow the segment $x-tg$. For $t\ge0$,

$$\frac{d}{dt}f(x-tg)=-\|g\|^2+\langle g(x)-g(x-tg),g\rangle\le-\|g\|^2+Lt\|g\|^2 .$$

Integrating from $0$ to $1/L$ gives

$$f(x-g/L)\le f(x)-\frac{\|g\|^2}{2L}\le f(x)-\frac{\mu}{L}(f(x)-c).$$

Subtracting $c$ shows that the energy error $f-c$ after one step is at most $q=1-\mu/L$ times the error before it. Since $q\ge0$, induction gives the rate.

Now let $\mu>0$ and $f\ge c$. Then $q<1$, and $c\le f(x_{k+1})$ turns the decrease into

$$\frac{\|g(x_k)\|^2}{2L}\le q^k(f(x_0)-c),\qquad \|x_{k+1}-x_k\|=\frac{\|g(x_k)\|}{L}\le\sqrt{\frac{2(f(x_0)-c)}{L}}\,\sqrt q^{\,k}.$$

The step lengths are summable, so $x_k$ converges to some $z$. Summing the tail from $k$ bounds $\|x_k-z\|$ by the last expression divided by $1-\sqrt q$. Continuity gives $f(z)\le c$, hence $f(z)=c$: the minimum is attained. At any stationary point, $0\ge2\mu(f(x)-c)$ forces $f(x)=c$, a global minimum.

## A restrained rotor

Take $f(x)=x^2/4+1-\cos x\ge0$ and $c=0$. Here $g(x)=x/2+\sin x$, and $|f''|=|1/2+\cos x|\le3/2=L$.

For $0\le x\le\pi$ the sine is nonnegative, so $g(x)\ge x/2\ge x/6$. For $x\ge\pi$, $g(x)\ge x/2-1\ge x/6$, because $x\ge3$. By oddness, $g(x)^2\ge x^2/36$ for all $x$. Since $1-\cos x\le x^2/2$, also $f(x)\le3x^2/4$, so $\mu=1/54$ works.

The energy is not convex: $f(\pi)=\pi^2/4+2$ exceeds the mean of $f(\pi/2)$ and $f(3\pi/2)$, which is $5\pi^2/16+1$, because $\pi^2<16$.

In a calculation, each update needs one force evaluation. For this rotor it reads $x\leftarrow\tfrac23(x-\sin x)$. From $x=\pi$ the angle goes to about $2.09$ and then $0.82$, while the energy falls from $4.47$ to $2.60$ and $0.48$.

## The landscape and the update in Lean

The space `E` is complete but may have infinite dimension.

```lean
import Mathlib

open Filter Topology

namespace NonconvexGradientDescent

noncomputable section

variable {E : Type*} [NormedAddCommGroup E] [InnerProductSpace ℝ E] [CompleteSpace E]
```

`PLLandscape` collects the hypotheses. `HasGradientAt` says that `g x` represents the derivative of `f` through the inner product. The structure makes `c` only a reference level; where it must be a lower bound, a theorem adds `hc`.

```lean
/-- An energy `f` with gradient field `g` that is Lipschitz with constant `L` and satisfies the
Polyak–Łojasiewicz inequality `‖g x‖² ≥ 2 μ (f x - c)` relative to the energy level `c`. -/
structure PLLandscape (f : E → ℝ) (g : E → E) (c μ L : ℝ) : Prop where
  grad : ∀ x, HasGradientAt f (g x) x
  lipschitz : ∀ x y, ‖g x - g y‖ ≤ L * ‖x - y‖
  pl : ∀ x, 2 * μ * (f x - c) ≤ ‖g x‖ ^ 2
```

The update is a map, and $x_k$ is its $k$-fold iterate `(gdStep g L)^[k] x₀`.

```lean
/-- One steepest-descent update with step length `1 / L`, for `L ≠ 0`. -/
def gdStep (g : E → E) (L : ℝ) (x : E) : E := x - (1 / L) • g x
```

## Decrease, contraction and rate

Lean replaces the integral by monotonicity. The function $f(x-tg)+t\|g\|^2-L\|g\|^2t^2/2$ has nonpositive derivative for $t>0$, by Cauchy–Schwarz and the Lipschitz bound. Comparing its values at $0$ and $1/L$ gives the decrease.

```lean
variable {f : E → ℝ} {g : E → E} {c μ L : ℝ}

/-- Auxiliary estimate: the energy decrease along one update, for `L > 0`. -/
private theorem step_decrease (P : PLLandscape f g c μ L) (hL : 0 < L) (x : E) :
    f (gdStep g L x) ≤ f x - ‖g x‖ ^ 2 / (2 * L) := by
  -- the energy along the ray, minus its quadratic model, never increases
  have hd : ∀ t : ℝ, HasDerivAt
      (fun s : ℝ => f (x - s • g x) + s * ‖g x‖ ^ 2 - L * ‖g x‖ ^ 2 / 2 * s ^ 2)
      (-(inner ℝ (g (x - t • g x)) (g x)) + ‖g x‖ ^ 2 - L * ‖g x‖ ^ 2 * t) t := by
    intro t
    have hline : HasDerivAt (fun s : ℝ => x - s • g x) (-(g x)) t := by
      simpa using ((hasDerivAt_id' t).smul_const (g x)).const_sub x
    have h1 : HasDerivAt (fun s : ℝ => f (x - s • g x))
        (-(inner ℝ (g (x - t • g x)) (g x))) t := by
      refine ((P.grad (x - t • g x)).hasFDerivAt.comp_hasDerivAt t hline).congr_deriv ?_
      rw [map_neg]
      rfl
    have hp : HasDerivAt (fun s : ℝ => s ^ 2) (2 * t) t := by
      simpa using hasDerivAt_pow 2 t
    refine ((h1.fun_add ((hasDerivAt_id' t).mul_const (‖g x‖ ^ 2))).fun_sub
      (hp.const_mul (L * ‖g x‖ ^ 2 / 2))).congr_deriv ?_
    ring
  have hanti := antitoneOn_of_deriv_nonpos (convex_Ici (0 : ℝ))
    (fun t _ => (hd t).continuousAt.continuousWithinAt)
    (fun t _ => (hd t).differentiableAt.differentiableWithinAt)
    (fun t ht => by
      rw [interior_Ici] at ht
      have ht0 : 0 < t := ht
      rw [(hd t).deriv]
      have h1 := real_inner_le_norm (g x - g (x - t • g x)) (g x)
      have h2 := P.lipschitz x (x - t • g x)
      rw [sub_sub_cancel, norm_smul, Real.norm_of_nonneg ht0.le] at h2
      have h3 := mul_le_mul_of_nonneg_right h2 (norm_nonneg (g x))
      rw [inner_sub_left, real_inner_self_eq_norm_sq] at h1
      nlinarith)
  have hpos : (0 : ℝ) ≤ 1 / L := by positivity
  have h := hanti (Set.mem_Ici.mpr le_rfl) (Set.mem_Ici.mpr hpos) hpos
  simp only [zero_smul, sub_zero, zero_mul, add_zero] at h
  have e : 1 / L * ‖g x‖ ^ 2 - L * ‖g x‖ ^ 2 / 2 * (1 / L) ^ 2 = ‖g x‖ ^ 2 / (2 * L) := by
    field_simp
    ring
  unfold gdStep
  linarith
```

The field `pl` converts this into the one-step factor.

```lean
/-- For `L > 0`, the energy error `f - c` after one update is at most its previous value times
`1 - μ / L`. -/
theorem energy_contraction (P : PLLandscape f g c μ L) (hL : 0 < L) (x : E) :
    f (gdStep g L x) - c ≤ (1 - μ / L) * (f x - c) := by
  have h1 := step_decrease P hL x
  have h2 : 2 * μ * (f x - c) / (2 * L) ≤ ‖g x‖ ^ 2 / (2 * L) :=
    div_le_div_of_nonneg_right (P.pl x) (by positivity)
  have e : 2 * μ * (f x - c) / (2 * L) = μ / L * (f x - c) := by
    field_simp
  linarith
```

The induction uses `hμL` to keep the factor nonnegative. Positivity of $\mu$ is not required here, but without it the factor is not below one.

```lean
/-- Linear convergence without convexity: for `L > 0` and `μ ≤ L`, after `k` updates the
energy error relative to `c` is at most `(1 - μ / L) ^ k` times the initial one. -/
theorem linear_convergence (P : PLLandscape f g c μ L) (hL : 0 < L) (hμL : μ ≤ L)
    (x₀ : E) (k : ℕ) :
    f ((gdStep g L)^[k] x₀) - c ≤ (1 - μ / L) ^ k * (f x₀ - c) := by
  have hq : 0 ≤ 1 - μ / L := sub_nonneg.mpr ((div_le_one hL).mpr hμL)
  induction k with
  | zero => simp
  | succ k ih =>
    rw [Function.iterate_succ_apply']
    calc _ ≤ (1 - μ / L) * (f ((gdStep g L)^[k] x₀) - c) := energy_contraction P hL _
      _ ≤ (1 - μ / L) * ((1 - μ / L) ^ k * (f x₀ - c)) := mul_le_mul_of_nonneg_left ih hq
      _ = _ := by ring
```

## Minimisers and convergence of the configuration

A stationary point above $c$ would contradict `pl`.

```lean
/-- If `μ > 0` and `c` is a lower bound of the energy, every stationary point is a global
minimiser. -/
theorem stationary_is_global_min (P : PLLandscape f g c μ L) (hμ : 0 < μ)
    (hc : ∀ y, c ≤ f y) {x : E} (hx : g x = 0) (y : E) : f x ≤ f y := by
  have h := P.pl x
  rw [hx, norm_zero] at h
  have : f x ≤ c := by
    by_contra hlt
    have := mul_pos hμ (sub_pos.mpr (not_le.mp hlt))
    nlinarith
  exact this.trans (hc y)
```

In the next proof, `hstep` is the bound on step lengths, obtained by comparing squares. Completeness supplies `z`, the geometric tail gives the distance estimate, and continuity identifies the energy.

```lean
/-- If `0 < μ ≤ L` and `c` is a lower bound of the energy, the iterates converge to a point of
energy `c`, and their distance to it is bounded by a geometric sequence of ratio
`√(1 - μ / L)`. -/
theorem iterates_converge (P : PLLandscape f g c μ L) (hμ : 0 < μ) (hμL : μ ≤ L)
    (hc : ∀ y, c ≤ f y) (x₀ : E) :
    ∃ z, f z = c ∧ Tendsto (fun k => (gdStep g L)^[k] x₀) atTop (𝓝 z) ∧
      ∀ k, dist ((gdStep g L)^[k] x₀) z ≤
        √(2 * (f x₀ - c) / L) * √(1 - μ / L) ^ k / (1 - √(1 - μ / L)) := by
  have hL : 0 < L := hμ.trans_le hμL
  have hq : 0 ≤ 1 - μ / L := sub_nonneg.mpr ((div_le_one hL).mpr hμL)
  have hq1 : 1 - μ / L < 1 := sub_lt_self _ (div_pos hμ hL)
  have hr : √(1 - μ / L) < 1 := by
    rw [Real.sqrt_lt' one_pos]
    simpa using hq1
  have hΔ : 0 ≤ 2 * (f x₀ - c) / L :=
    div_nonneg (mul_nonneg (by norm_num) (sub_nonneg.mpr (hc x₀))) hL.le
  -- the energy still available bounds the length of the next step
  have hstep : ∀ k, dist ((gdStep g L)^[k] x₀) ((gdStep g L)^[k + 1] x₀) ≤
      √(2 * (f x₀ - c) / L) * √(1 - μ / L) ^ k := by
    intro k
    rw [Function.iterate_succ_apply']
    have h1 := linear_convergence P hL hμL x₀ k
    generalize (gdStep g L)^[k] x₀ = x at h1 ⊢
    have h2 := step_decrease P hL x
    have h3 := hc (gdStep g L x)
    have h4 : ‖g x‖ ^ 2 / (2 * L) ≤ (1 - μ / L) ^ k * (f x₀ - c) := by linarith
    have hdist : dist x (gdStep g L x) = ‖g x‖ / L := by
      rw [dist_eq_norm, gdStep, sub_sub_cancel, norm_smul,
        Real.norm_of_nonneg (by positivity : (0 : ℝ) ≤ 1 / L)]
      ring
    rw [hdist, ← pow_le_pow_iff_left₀ (by positivity) (by positivity) two_ne_zero]
    calc (‖g x‖ / L) ^ 2 = 2 / L * (‖g x‖ ^ 2 / (2 * L)) := by field_simp
      _ ≤ 2 / L * ((1 - μ / L) ^ k * (f x₀ - c)) :=
        mul_le_mul_of_nonneg_left h4 (by positivity)
      _ = 2 * (f x₀ - c) / L * (1 - μ / L) ^ k := by ring
      _ = (√(2 * (f x₀ - c) / L) * √(1 - μ / L) ^ k) ^ 2 := by
        rw [mul_pow, Real.sq_sqrt hΔ, pow_right_comm, Real.sq_sqrt hq]
  obtain ⟨z, hz⟩ := cauchySeq_tendsto_of_complete (cauchySeq_of_le_geometric _ _ hr hstep)
  refine ⟨z, le_antisymm ?_ (hc z), hz,
    fun k => dist_le_of_le_geometric_of_tendsto _ _ hr hstep hz k⟩
  -- continuity of the energy identifies the limiting value
  have h1 := (P.grad z).hasFDerivAt.continuousAt.tendsto.comp hz
  have h2 : Tendsto (fun k : ℕ => (1 - μ / L) ^ k * (f x₀ - c) + c) atTop (𝓝 c) := by
    simpa using ((tendsto_pow_atTop_nhds_zero_of_lt_one hq hq1).mul_const (f x₀ - c)).add_const c
  refine le_of_tendsto_of_tendsto' h1 h2 fun k => ?_
  have := linear_convergence P hL hμL x₀ k
  simp only [Function.comp_apply]
  linarith
```

For geometry relaxation, these bounds apply to a model energy surface that meets both inequalities globally. With $\mu>0$ and $f\ge c$, this excludes local minima and saddle points above $c$. The full Born–Oppenheimer surface of a molecule with two or more nuclei does not meet the hypotheses: the nuclear repulsion diverges where two nuclei meet, which is incompatible with a globally Lipschitz gradient.

## The rotor checked against the hypotheses

```lean
/-- A torsional cosine potential with a harmonic restraint, in reduced units. -/
def rotor (x : ℝ) : ℝ := x ^ 2 / 4 + 1 - Real.cos x
```

The proof treats the gradient, the Lipschitz bound, the Polyak–Łojasiewicz inequality and nonnegativity in turn. The Lipschitz bound comes from $|\cos|\le1$ by the mean value inequality; `key` is the estimate $g(t)\ge t/6$ for $t\ge0$.

```lean
/-- The restrained rotor is nonnegative and satisfies the landscape conditions with `c = 0`,
`μ = 1/54` and `L = 3/2`. -/
theorem rotor_witness :
    PLLandscape rotor (fun x => x / 2 + Real.sin x) 0 (1 / 54) (3 / 2) ∧
      ∀ x, 0 ≤ rotor x := by
  refine ⟨⟨fun x => ?_, fun x y => ?_, fun x => ?_⟩, fun x => ?_⟩
  · have hp : HasDerivAt (fun s : ℝ => s ^ 2) (2 * x) x := by
      simpa using hasDerivAt_pow 2 x
    have h : HasDerivAt rotor (x / 2 + Real.sin x) x := by
      refine (((hp.div_const 4).add_const 1).fun_sub (Real.hasDerivAt_cos x)).congr_deriv ?_
      ring
    rw [hasGradientAt_iff_hasFDerivAt]
    refine h.hasFDerivAt.congr_fderiv (ContinuousLinearMap.ext fun y => ?_)
    change y * (x / 2 + Real.sin x) = inner ℝ (x / 2 + Real.sin x) y
    simp
  · have hs : ‖Real.sin x - Real.sin y‖ ≤ 1 * ‖x - y‖ :=
      Convex.norm_image_sub_le_of_norm_deriv_le (s := Set.univ)
        (fun t _ => Real.differentiable_sin t)
        (fun t _ => by
          rw [(Real.hasDerivAt_sin t).deriv, Real.norm_eq_abs]
          exact Real.abs_cos_le_one t)
        convex_univ (Set.mem_univ y) (Set.mem_univ x)
    simp only [Real.norm_eq_abs, one_mul] at hs ⊢
    obtain ⟨h1, h2⟩ := abs_le.mp hs
    have h3 := le_abs_self (x - y)
    have h4 := neg_abs_le (x - y)
    exact abs_le.mpr ⟨by linarith, by linarith⟩
  · -- the restoring force is at least one sixth of the displacement
    have key : ∀ t : ℝ, 0 ≤ t → t / 6 ≤ t / 2 + Real.sin t := by
      intro t ht
      rcases le_total t Real.pi with h | h
      · linarith [Real.sin_nonneg_of_nonneg_of_le_pi ht h]
      · linarith [Real.neg_one_le_sin t, Real.pi_gt_three]
    have hsq : x ^ 2 / 36 ≤ (x / 2 + Real.sin x) ^ 2 := by
      rcases le_total 0 x with h | h
      · nlinarith [key x h]
      · have h1 := key (-x) (by linarith)
        rw [Real.sin_neg] at h1
        nlinarith
    have hcos : 1 - x ^ 2 / 2 ≤ Real.cos x := Real.one_sub_sq_div_two_le_cos
    rw [Real.norm_eq_abs, sq_abs]
    unfold rotor
    linarith
  · unfold rotor
    linarith [Real.cos_le_one x, sq_nonneg x]
```

Nonconvexity follows from the midpoint comparison at $\pi$.

```lean
/-- The energy of the restrained rotor is not convex. -/
theorem rotor_not_convex : ¬ ConvexOn ℝ Set.univ rotor := by
  intro h
  -- compare the energy at π with the chord from π/2 to 3π/2
  have h1 := h.2 (Set.mem_univ (Real.pi / 2)) (Set.mem_univ (3 * Real.pi / 2))
    (by norm_num : (0 : ℝ) ≤ 1 / 2) (by norm_num : (0 : ℝ) ≤ 1 / 2) (by norm_num)
  have e : (1 / 2 : ℝ) • (Real.pi / 2) + (1 / 2 : ℝ) • (3 * Real.pi / 2) = Real.pi := by
    simp only [smul_eq_mul]
    ring
  have hcos : Real.cos (3 * Real.pi / 2) = 0 := by
    rw [show 3 * Real.pi / 2 = Real.pi / 2 + Real.pi by ring, Real.cos_add_pi,
      Real.cos_pi_div_two, neg_zero]
  rw [e] at h1
  simp only [rotor, smul_eq_mul, Real.cos_pi, Real.cos_pi_div_two, hcos] at h1
  nlinarith [Real.pi_pos, Real.pi_lt_d2]

end

end NonconvexGradientDescent
```

```lean
#print axioms NonconvexGradientDescent.stationary_is_global_min
#print axioms NonconvexGradientDescent.iterates_converge
#print axioms NonconvexGradientDescent.rotor_not_convex
```

```
'NonconvexGradientDescent.stationary_is_global_min' depends on axioms: [propext, Classical.choice, Quot.sound]
'NonconvexGradientDescent.iterates_converge' depends on axioms: [propext, Classical.choice, Quot.sound]
'NonconvexGradientDescent.rotor_not_convex' depends on axioms: [propext, Classical.choice, Quot.sound]
```
